# The screened exchange kernel erfc(wr)/r is at most exp(−w²r²)/(√π w r²) for w, r > 0

At $w=r=1$ the kernel is $\operatorname{erfc}(1)=\frac{2}{\sqrt\pi}\int_1^\infty e^{-t^2}\,dt$, and the integral can only grow if its integrand is multiplied by $1+\frac{1}{2t^2}$. The enlarged integrand is the derivative of $-e^{-t^2}/(2t)$, so its integral is exactly $e^{-1}/2$, and therefore $\operatorname{erfc}(1)\le e^{-1}/\sqrt\pi\approx 0.208$.

```lean
import Mathlib

open MeasureTheory Set Filter Topology
open scoped Real

namespace ScreenedExchangeTail

noncomputable section

/-- The complementary error function, defined by its Gaussian tail integral. -/
def erfc (x : ℝ) : ℝ := 2 / √π * ∫ t in Ioi x, Real.exp (-t ^ 2)

/-- The screened exchange kernel `erfc(w r) / r` with screening parameter `w` at distance `r`. -/
def screenedKernel (w r : ℝ) : ℝ := erfc (w * r) / r

/-- The Gaussian envelope `exp(-(w r)²) / (√π w r²)`. -/
def envelope (w r : ℝ) : ℝ := Real.exp (-(w * r) ^ 2) / (√π * w * r ^ 2)

/-- The Gaussian weighted by `1 + 1/(2t²)` is integrable beyond `x > 0`, and its tail integral
is `exp(-x²)/(2x)`. -/
theorem weighted_gaussian_tail {x : ℝ} (hx : 0 < x) :
    IntegrableOn (fun t : ℝ => Real.exp (-t ^ 2) * (1 + 1 / (2 * t ^ 2))) (Ioi x) ∧
    ∫ t in Ioi x, Real.exp (-t ^ 2) * (1 + 1 / (2 * t ^ 2)) = Real.exp (-x ^ 2) / (2 * x) := by
  -- the antiderivative is `-exp(-t²)/(2t)`
  have hd : ∀ t ∈ Ici x, HasDerivAt (fun s : ℝ => -(Real.exp (-s ^ 2) / (2 * s)))
      (Real.exp (-t ^ 2) * (1 + 1 / (2 * t ^ 2))) t := by
    intro t ht
    have ht0 : t ≠ 0 := (lt_of_lt_of_le hx ht).ne'
    have h1 : HasDerivAt (fun s : ℝ => Real.exp (-s ^ 2))
        (Real.exp (-t ^ 2) * (-(2 * t))) t :=
      ((hasDerivAt_pow 2 t).fun_neg.exp).congr_deriv (by norm_num)
    have h2 : HasDerivAt (fun s : ℝ => 2 * s) 2 t := by
      simpa using (hasDerivAt_id' t).const_mul (2 : ℝ)
    refine ((h1.fun_div h2 (mul_ne_zero two_ne_zero ht0)).fun_neg).congr_deriv ?_
    generalize Real.exp (-t ^ 2) = E
    field_simp
    ring
  have hpos : ∀ t ∈ Ioi x, 0 ≤ Real.exp (-t ^ 2) * (1 + 1 / (2 * t ^ 2)) :=
    fun t _ => by positivity
  have hlim : Tendsto (fun s : ℝ => -(Real.exp (-s ^ 2) / (2 * s))) atTop (𝓝 0) := by
    have h1 : Tendsto (fun s : ℝ => Real.exp (-s ^ 2)) atTop (𝓝 0) :=
      Real.tendsto_exp_neg_atTop_nhds_zero.comp (tendsto_pow_atTop two_ne_zero)
    have h2 : Tendsto (fun s : ℝ => 2 * s) atTop atTop :=
      tendsto_id.const_mul_atTop two_pos
    have h := (h1.div_atTop h2).neg
    rw [neg_zero] at h
    exact h
  refine ⟨integrableOn_Ioi_deriv_of_nonneg' hd hpos hlim, ?_⟩
  rw [integral_Ioi_of_hasDerivAt_of_nonneg' hd hpos hlim]
  ring

/-- The Gaussian `exp(-t²)` is integrable on the whole line. -/
theorem gaussian_integrable : Integrable (fun t : ℝ => Real.exp (-t ^ 2)) := by
  simpa using integrable_exp_neg_mul_sq (one_pos : (0 : ℝ) < 1)

/-- For `x > 0`, `erfc x` is at most `exp(-x²)/(√π x)`. -/
theorem erfc_le {x : ℝ} (hx : 0 < x) : erfc x ≤ Real.exp (-x ^ 2) / (√π * x) := by
  obtain ⟨hint, hval⟩ := weighted_gaussian_tail hx
  have hs : 0 < √π := Real.sqrt_pos.2 Real.pi_pos
  -- drop the positive correction `1/(2t²)` under the integral
  have hI : ∫ t in Ioi x, Real.exp (-t ^ 2) ≤ Real.exp (-x ^ 2) / (2 * x) := by
    rw [← hval]
    refine setIntegral_mono_on gaussian_integrable.integrableOn hint measurableSet_Ioi
      (fun t _ => ?_)
    have h : 0 ≤ Real.exp (-t ^ 2) * (1 / (2 * t ^ 2)) := by positivity
    linarith [mul_add (Real.exp (-t ^ 2)) 1 (1 / (2 * t ^ 2))]
  calc erfc x ≤ 2 / √π * (Real.exp (-x ^ 2) / (2 * x)) :=
        mul_le_mul_of_nonneg_left hI (by positivity)
    _ = Real.exp (-x ^ 2) / (√π * x) := by field_simp

/-- For `x > 0`, `erfc x` is at least `2x²/(2x²+1)` times `exp(-x²)/(√π x)`. -/
theorem le_erfc {x : ℝ} (hx : 0 < x) :
    2 * x ^ 2 / (2 * x ^ 2 + 1) * (Real.exp (-x ^ 2) / (√π * x)) ≤ erfc x := by
  obtain ⟨hint, hval⟩ := weighted_gaussian_tail hx
  have hs : 0 < √π := Real.sqrt_pos.2 Real.pi_pos
  -- on the tail the correction `1/(2t²)` is at most `1/(2x²)`
  have hI : Real.exp (-x ^ 2) / (2 * x) ≤
      (1 + 1 / (2 * x ^ 2)) * ∫ t in Ioi x, Real.exp (-t ^ 2) := by
    rw [← hval, ← integral_const_mul]
    refine setIntegral_mono_on hint (gaussian_integrable.const_mul _).integrableOn
      measurableSet_Ioi (fun t ht => ?_)
    have hxt : x < t := ht
    have h : 1 / (2 * t ^ 2) ≤ 1 / (2 * x ^ 2) :=
      one_div_le_one_div_of_le (by positivity) (by nlinarith)
    rw [mul_comm]
    exact mul_le_mul_of_nonneg_right (by linarith) (Real.exp_pos _).le
  have hc : 2 * x ^ 2 / (2 * x ^ 2 + 1) * (1 + 1 / (2 * x ^ 2)) = 1 := by
    have h1 : 2 * x ^ 2 + 1 ≠ 0 := by positivity
    field_simp
  calc 2 * x ^ 2 / (2 * x ^ 2 + 1) * (Real.exp (-x ^ 2) / (√π * x))
      = 2 / √π * (2 * x ^ 2 / (2 * x ^ 2 + 1) * (Real.exp (-x ^ 2) / (2 * x))) := by
        field_simp
    _ ≤ 2 / √π * (2 * x ^ 2 / (2 * x ^ 2 + 1) *
          ((1 + 1 / (2 * x ^ 2)) * ∫ t in Ioi x, Real.exp (-t ^ 2))) :=
        mul_le_mul_of_nonneg_left (mul_le_mul_of_nonneg_left hI (by positivity)) (by positivity)
    _ = erfc x := by rw [← mul_assoc (2 * x ^ 2 / (2 * x ^ 2 + 1)), hc, one_mul, erfc]

/-- For `w > 0`, the screened exchange kernel is at most its Gaussian envelope, and at least the
envelope times `2(wr)²/(2(wr)²+1)`, at every distance `r > 0`. -/
theorem screenedKernel_bounds {w r : ℝ} (hw : 0 < w) (hr : 0 < r) :
    screenedKernel w r ≤ envelope w r ∧
    2 * (w * r) ^ 2 / (2 * (w * r) ^ 2 + 1) * envelope w r ≤ screenedKernel w r := by
  have h : envelope w r = Real.exp (-(w * r) ^ 2) / (√π * (w * r)) / r := by
    rw [envelope, div_div]
    congr 1
    ring
  rw [h, ← mul_div_assoc, screenedKernel]
  exact ⟨div_le_div_of_nonneg_right (erfc_le (mul_pos hw hr)) hr.le,
    div_le_div_of_nonneg_right (le_erfc (mul_pos hw hr)) hr.le⟩

/-- For `w > 0`, the ratio of the screened exchange kernel to its Gaussian envelope tends to one at
large distance. -/
theorem kernel_div_envelope_tendsto {w : ℝ} (hw : 0 < w) :
    Tendsto (fun r => screenedKernel w r / envelope w r) atTop (𝓝 1) := by
  have hden : Tendsto (fun r : ℝ => 2 * (w * r) ^ 2 + 1) atTop atTop :=
    tendsto_atTop_add_const_right _ _ (((tendsto_pow_atTop two_ne_zero).comp
      (tendsto_id.const_mul_atTop hw)).const_mul_atTop two_pos)
  have hlow : Tendsto (fun r : ℝ => 2 * (w * r) ^ 2 / (2 * (w * r) ^ 2 + 1)) atTop (𝓝 1) := by
    have h := (tendsto_const_nhds (x := (1 : ℝ))).sub
      ((tendsto_const_nhds (x := (1 : ℝ))).div_atTop hden)
    rw [sub_zero] at h
    refine h.congr (fun r => ?_)
    have h1 : 2 * (w * r) ^ 2 + 1 ≠ 0 := by positivity
    rw [eq_div_iff h1, sub_mul, one_div_mul_cancel h1]
    ring
  have hpos : ∀ r : ℝ, 0 < r → 0 < envelope w r := fun r hr => by
    have hs : 0 < √π := Real.sqrt_pos.2 Real.pi_pos
    unfold envelope
    positivity
  -- squeeze the ratio between the two bounds
  refine tendsto_of_tendsto_of_tendsto_of_le_of_le' hlow tendsto_const_nhds ?_ ?_
  · filter_upwards [eventually_gt_atTop 0] with r hr
    exact (le_div_iff₀ (hpos r hr)).2 (screenedKernel_bounds hw hr).2
  · filter_upwards [eventually_gt_atTop 0] with r hr
    exact (div_le_one (hpos r hr)).2 (screenedKernel_bounds hw hr).1

/-- For `w > 0` and a cutoff radius `R > 0`, the kernel at every `r ≥ R` is at most the value of the
envelope at `R`. -/
theorem screenedKernel_le_cutoff {w R r : ℝ} (hw : 0 < w) (hR : 0 < R) (hRr : R ≤ r) :
    screenedKernel w r ≤ envelope w R := by
  have hs : 0 < √π := Real.sqrt_pos.2 Real.pi_pos
  refine (screenedKernel_bounds hw (hR.trans_le hRr)).1.trans ?_
  unfold envelope
  gcongr

/-- For `w = 0.11` inverse bohr the kernel is smaller than `10⁻⁶` at every distance of at least
28 bohr. -/
theorem kernel_small_beyond_28 {r : ℝ} (hr : 28 ≤ r) :
    screenedKernel 0.11 r < 1 / 10 ^ 6 := by
  refine (screenedKernel_le_cutoff (by norm_num) (by norm_num) hr).trans_lt ?_
  have hs : 1.7 < √π := (Real.lt_sqrt (by norm_num)).2 (by nlinarith [Real.pi_gt_three])
  have he : Real.exp (-1) < 0.37 := by
    have h : Real.exp (-1) * Real.exp 1 = 1 := by rw [← Real.exp_add]; norm_num
    nlinarith [Real.exp_one_gt_d9, Real.exp_pos (-1)]
  have hs0 : 0 < √π := Real.sqrt_pos.2 Real.pi_pos
  rw [envelope, div_lt_iff₀ (by positivity)]
  calc Real.exp (-(0.11 * 28) ^ 2) ≤ Real.exp ((9 : ℕ) * (-1)) :=
        Real.exp_le_exp.2 (by norm_num)
    _ = Real.exp (-1) ^ 9 := Real.exp_nat_mul _ _
    _ < 0.37 ^ 9 := pow_lt_pow_left₀ he (Real.exp_pos _).le (by norm_num)
    _ < 1 / 10 ^ 6 * (1.7 * 0.11 * 28 ^ 2) := by norm_num
    _ < 1 / 10 ^ 6 * (√π * 0.11 * 28 ^ 2) := by linarith

/-- For `w = 0.11` inverse bohr the kernel at 26 bohr is still larger than `10⁻⁶`. -/
theorem kernel_large_at_26 : 1 / 10 ^ 6 < screenedKernel 0.11 26 := by
  refine lt_of_lt_of_le ?_ (screenedKernel_bounds (by norm_num) (by norm_num)).2
  have hs0 : 0 < √π := Real.sqrt_pos.2 Real.pi_pos
  have hs : √π ≤ 1.8 :=
    ((Real.sqrt_lt' (by norm_num)).2 (by linarith [Real.pi_lt_d2])).le
  have he : 0.36 ≤ Real.exp (-1) := by
    have h : Real.exp (-1) * Real.exp 1 = 1 := by rw [← Real.exp_add]; norm_num
    nlinarith [Real.exp_one_lt_d9, Real.exp_pos (-1), Real.exp_pos 1]
  -- split the exponent as `-8 - 0.1796`
  have hE : 0.00023 ≤ Real.exp (-(0.11 * 26) ^ 2) := by
    calc (0.00023 : ℝ) ≤ 0.36 ^ 8 * (-0.1796 + 1) := by norm_num
      _ ≤ Real.exp (-1) ^ 8 * Real.exp (-0.1796) :=
        mul_le_mul (pow_le_pow_left₀ (by norm_num) he 8) (Real.add_one_le_exp _)
          (by norm_num) (by positivity)
      _ = Real.exp (-(0.11 * 26) ^ 2) := by
        rw [← Real.exp_nat_mul, ← Real.exp_add]
        congr 1
        norm_num
  unfold envelope
  calc (1 / 10 ^ 6 : ℝ) < 2 * (0.11 * 26) ^ 2 / (2 * (0.11 * 26) ^ 2 + 1) *
        (0.00023 / (1.8 * 0.11 * 26 ^ 2)) := by norm_num
    _ ≤ 2 * (0.11 * 26) ^ 2 / (2 * (0.11 * 26) ^ 2 + 1) *
        (Real.exp (-(0.11 * 26) ^ 2) / (√π * 0.11 * 26 ^ 2)) := by
      refine mul_le_mul_of_nonneg_left ?_ (by norm_num)
      exact div_le_div₀ (Real.exp_pos _).le hE (by positivity) (by linarith)

end

end ScreenedExchangeTail
```

```lean
#print axioms ScreenedExchangeTail.screenedKernel_bounds
#print axioms ScreenedExchangeTail.kernel_div_envelope_tendsto
#print axioms ScreenedExchangeTail.kernel_small_beyond_28
#print axioms ScreenedExchangeTail.kernel_large_at_26
```

```
'ScreenedExchangeTail.screenedKernel_bounds' depends on axioms: [propext, Classical.choice, Quot.sound]
'ScreenedExchangeTail.kernel_div_envelope_tendsto' depends on axioms: [propext, Classical.choice, Quot.sound]
'ScreenedExchangeTail.kernel_small_beyond_28' depends on axioms: [propext, Classical.choice, Quot.sound]
'ScreenedExchangeTail.kernel_large_at_26' depends on axioms: [propext, Classical.choice, Quot.sound]
```

## Kernel, envelope and cutoff

For real $x$, the file defines

$$\operatorname{erfc}(x)=\frac{2}{\sqrt\pi}\int_x^\infty e^{-t^2}\,dt .$$

In Lean the range of integration is `Ioi x`, the open ray of all $t>x$, and `-t ^ 2` means $-(t^2)$. With a screening parameter $w$ and a distance $r$, the two functions to be compared are

$$K_w(r)=\frac{\operatorname{erfc}(wr)}{r},\qquad G_w(r)=\frac{e^{-(wr)^2}}{\sqrt\pi\,w\,r^2},$$

called `screenedKernel w r` and `envelope w r`.

The theorem `screenedKernel_bounds` says that for all $w>0$ and $r>0$

$$\frac{2(wr)^2}{2(wr)^2+1}\,G_w(r)\;\le\;K_w(r)\;\le\;G_w(r).$$

Four further theorems follow from it.

- `kernel_div_envelope_tendsto`: for fixed $w>0$, the ratio $K_w(r)/G_w(r)$ tends to 1 as $r\to\infty$.
- `screenedKernel_le_cutoff`: if $w>0$ and $0<R\le r$, then $K_w(r)\le G_w(R)$. One number, computed at the cutoff radius $R$, bounds the kernel everywhere beyond it.
- `kernel_small_beyond_28` and `kernel_large_at_26`: for $w=0.11$ the kernel is below $10^{-6}$ at every $r\ge 28$, and above $10^{-6}$ at $r=26$. A cutoff of 26 is therefore too short for this threshold.

## Screening in a hybrid functional

A screened hybrid functional of the HSE type splits the Coulomb interaction $1/r$ into a short-range part $\operatorname{erfc}(wr)/r$ and a smooth long-range remainder, and uses exact exchange only with the short-range part. The parameter $w$ is an inverse length that sets where the interaction is switched off. The value $0.11$ inverse bohr, used in the HSE06 functional, corresponds to a length $1/w$ of about 9 bohr.

The Lean variables are plain real numbers without units. Reading $r$ in bohr and $w$ in inverse bohr gives the kernel in inverse bohr, so $10^{-6}$ is an interaction of $10^{-6}$ hartree between two unit charges. The decimal `0.11` stands for the exact number $11/100$.

The result supports distance cutoffs in the evaluation of short-range exact exchange, but only as a pointwise bound on the kernel. An exchange energy also contains orbital products, and the error made by truncating it depends on how much weight they carry beyond the cutoff. Orbitals, basis sets and periodic lattice sums do not enter the theorems.

## Bounding the Gaussian tail from both sides

Let $x>0$. By the quotient rule,

$$\frac{d}{dt}\left(-\frac{e^{-t^2}}{2t}\right)=\frac{2t\,e^{-t^2}}{2t}+\frac{e^{-t^2}}{2t^2}=e^{-t^2}\left(1+\frac{1}{2t^2}\right).$$

The function in brackets on the left vanishes as $t\to\infty$, so

$$\int_x^\infty e^{-t^2}\left(1+\frac{1}{2t^2}\right)dt=\frac{e^{-x^2}}{2x}.$$

This is `weighted_gaussian_tail`. Its proof establishes the derivative (`hd`), the sign of the integrand (`hpos`) and the limit at infinity (`hlim`). A nonnegative derivative whose antiderivative has a finite limit is integrable, which gives the first half of the lemma; the fundamental theorem of calculus on a half-line gives the second.

Write $I(x)=\int_x^\infty e^{-t^2}dt$. Dropping the positive term $1/(2t^2)$ makes the integrand smaller, so

$$I(x)\le\frac{e^{-x^2}}{2x},\qquad \operatorname{erfc}(x)=\frac{2}{\sqrt\pi}I(x)\le\frac{e^{-x^2}}{\sqrt\pi\,x}.$$

In `erfc_le` the comparison of integrals is made by `setIntegral_mono_on`, which needs both integrands to be integrable. For the plain Gaussian this comes from `gaussian_integrable`.

For the lower bound, the correction is kept but replaced by its value at the endpoint $t=x$, which it does not exceed on the tail. On $t>x$ one has $1/(2t^2)\le 1/(2x^2)$, and hence

$$\frac{e^{-x^2}}{2x}\le\left(1+\frac{1}{2x^2}\right)I(x)=\frac{2x^2+1}{2x^2}\,I(x).$$

Solving for $I(x)$ and multiplying by $2/\sqrt\pi$ gives

$$\operatorname{erfc}(x)\ge\frac{2x^2}{2x^2+1}\cdot\frac{e^{-x^2}}{\sqrt\pi\,x}.$$

This is `le_erfc`. There `hI` is the inequality for the integral, and `hc` records that the two prefactors are inverse to each other.

## From the tail to the kernel

Set $x=wr$ and divide both bounds by $r>0$. Since

$$\frac{1}{r}\cdot\frac{e^{-(wr)^2}}{\sqrt\pi\,wr}=G_w(r),$$

the two-sided bound on $K_w(r)$ follows. In `screenedKernel_bounds` this identity is the step `h`.

Because $G_w(r)>0$, dividing by it gives

$$1-\frac{1}{2(wr)^2+1}\le\frac{K_w(r)}{G_w(r)}\le 1 .$$

The left side tends to 1, so the ratio does too. The Lean proof is the same squeeze: `hlow` is the limit of the lower bound, and the inequalities are needed only for $r>0$, which holds eventually as $r$ grows.

For the cutoff, let $0<R\le r$. Going from $R$ to $r$ does not increase the numerator $e^{-(wr)^2}$ of the envelope and does not decrease its denominator $\sqrt\pi\,wr^2$. So $K_w(r)\le G_w(r)\le G_w(R)$, where `gcongr` supplies the second inequality.

## The numbers at 28 and 26 bohr

At $R=28$ and $w=0.11$ one has $(wR)^2=3.08^2=9.4864$. Since this exceeds 9, and since $e^{-1}<0.37$ and $\sqrt\pi>1.7$,

$$G_w(28)<\frac{0.37^9}{1.7\cdot 0.11\cdot 28^2}\approx\frac{1.30\times10^{-4}}{146.6}\approx 8.9\times10^{-7}<10^{-6}.$$

The cutoff theorem extends this to every $r\ge 28$. In Lean, the bound on $e^{-1}$ comes from a decimal lower bound on $e$, and the bound on $\sqrt\pi$ from $\pi>3$.

At $r=26$ the exponent is $(wr)^2=2.86^2=8.1796$. With $e^{-1}\ge0.36$ and $e^{y}\ge 1+y$ at $y=-0.1796$,

$$e^{-8.1796}=(e^{-1})^8\,e^{-0.1796}\ge 0.36^8\cdot 0.8204\ge 2.3\times10^{-4}.$$

Using $\sqrt\pi\le1.8$ in the lower bound for the kernel then gives

$$K_w(26)\ge\frac{16.3592}{17.3592}\cdot\frac{2.3\times10^{-4}}{1.8\cdot0.11\cdot26^2}\approx1.6\times10^{-6}>10^{-6}.$$

The steps `he`, `hs` and `hE` of `kernel_large_at_26` are the estimates for $e^{-1}$, $\sqrt\pi$ and the Gaussian factor.

## Negative parameters break the bounds

The upper bound needs $w>0$. For $w=-1$ and $r=1$ the kernel is $\operatorname{erfc}(-1)\approx1.84$, while the envelope is $-e^{-1}/\sqrt\pi\approx-0.21$, so the kernel lies above it.

The cutoff theorem needs $R>0$, because the envelope depends on $R$ only through $R^2$. For $w=1$, $R=-1$ and $r=0.1$ the condition $R\le r$ holds, but the kernel is $\operatorname{erfc}(0.1)/0.1\approx8.9$ and the envelope at $R$ is only about $0.21$.
